# Commutators of operators of body-rank k and l have body-rank at most k + l − 1, for k, l ≥ 1

In coupled-cluster theory the Hamiltonian $H$ is replaced by

$$e^{-T}He^{T}=H+[H,T]+\tfrac12[[H,T],T]+\cdots .$$

If $H$ and $T$ both contain two-body terms, the product $HT$ can contain four-body terms. How many-body is $[H,T]$, and how fast does the rank grow with each further commutator?

For electrons with spin-independent interactions the building blocks are $E_{pq}=\sum_\sigma a^\dagger_{p\sigma}a_{q\sigma}$, with $p,q$ labelling orthonormal orbitals and $\sigma$ the spin. The anticommutation rules give

$$[a^\dagger_{p\sigma}a_{q\sigma},a^\dagger_{r\tau}a_{s\tau}]=\delta_{\sigma\tau}\left(\delta_{qr}\,a^\dagger_{p\sigma}a_{s\sigma}-\delta_{ps}\,a^\dagger_{r\sigma}a_{q\sigma}\right),$$

and summing over both spins,

$$[E_{pq},E_{rs}]=\delta_{qr}E_{ps}-\delta_{ps}E_{rq}. \tag{1}$$

All $E_{pq}$ are called excitation operators here, including the diagonal and de-exciting ones. Let $U_k$ be the linear span of products of at most $k$ of them, the empty product being $1$. An operator in $U_k$ has body-rank at most $k$. In a finite orbital basis the electronic Hamiltonian lies in $U_2$, because its two-electron part is a combination of the operators $E_{pq}E_{rs}-\delta_{qr}E_{ps}$.

**Claim.** If (1) holds, $x\in U_{k+1}$ and $y\in U_{l+1}$ with $k,l\ge 0$, then $[x,y]\in U_{k+l+1}$.

## Each commutator removes one factor

Clearly $U_k\subseteq U_l$ for $k\le l$. Joining two products adds their lengths, so $U_kU_l\subseteq U_{k+l}$.

First take the commutator of a single $E_{pq}$ with a product $W=FW'$ of $j+1$ factors, where $F$ is the first factor:

$$[E_{pq},FW']=[E_{pq},F]\,W'+F\,[E_{pq},W'].$$

By (1), $[E_{pq},F]\in U_1$, so the first term lies in $U_{1+j}$. If $[E_{pq},W']\in U_j$, so does the second. The induction starts from $[E_{pq},1]=0$. By linearity, $[E_{pq},y]\in U_l$ for every $y\in U_l$.

Now fix $y\in U_{l+1}$ and let $V=FV'$ have $j+1$ factors. Then

$$[FV',y]=F\,[V',y]+[F,y]\,V'.$$

Suppose $[V',y]\in U_{j+l}$. The first term is then in $U_{1+j+l}$. The second is in $U_{l+1}U_j\subseteq U_{j+l+1}$, by the previous step. Since $[1,y]=0$ starts the induction, a product of $j$ factors has its commutator with $y$ in $U_{j+l}$. Taking $j\le k+1$ and using linearity proves the claim.

Each commutator with $T\in U_{t+1}$ therefore adds at most $t$ to the rank. Starting from $H\in U_{h+1}$, the $m$-fold commutator lies in $U_{h+mt+1}$. For two-body $H$ and $T$ this is $U_{m+2}$; for one-body $T$ it is $U_2$ at every order. The bound does not make the series terminate. That the coupled-cluster series ends after the fourfold commutator has a different reason: $T$ only moves electrons from orbitals occupied in the reference determinant to unoccupied ones. The creation and annihilation operators in $T$ then all anticommute with one another, so each commutator must use up at least one of the creation and annihilation operators in a term of $H$, and a two-body term has four.

## Two orbitals acting on polynomials

To see that the bound can be attained, let $D=d/dX$ and $N=XD$ act on rational polynomials, and put

$$E_{00}=N,\quad E_{01}=X,\quad E_{10}=-DXD=-DN,\quad E_{11}=-1-N.$$

From $DX=N+1$ follow $[N,X]=X$ and $[N,D]=-D$. Hence $[E_{00},E_{01}]=E_{01}$ and $[E_{00},E_{10}]=DN=-E_{10}$. Also $NX=X(N+1)$, so

$$[E_{01},E_{10}]=DNX-XDN=(N+1)^2-N^2=2N+1=E_{00}-E_{11}.$$

Commutators with $E_{11}$ are minus those with $N$, as (1) requires, and antisymmetry supplies the rest.

Each of the four operators raises the degree by at most one, so an element of $U_m$ sends $1$ to a polynomial of degree at most $m$. Since $E_{00}1=0$,

$$[E_{01}^{k+1},E_{01}^{l}E_{00}]\,1=-X^lN X^{k+1}=-(k+1)X^{k+l+1}.$$

This commutator is not in $U_{k+l}$.

For $k=l=1$ the relations alone give

$$[E_{01}^2,E_{01}E_{00}]=E_{01}[E_{01}^2,E_{00}]=-2E_{01}^3.$$

The two products have four factors each, their difference only three. On polynomials it sends $1$ to $-2X^3$. For electrons $E_{01}^3=0$, because orbital 0 holds at most two of them, so the same commutator vanishes. With more orbitals, electrons attain the bound too: for seven different orbitals labelled 1 to 7, (1) gives $[E_{12}E_{34},E_{45}E_{67}]=E_{12}E_{35}E_{67}$, a three-body operator that is not in $U_2$.

## Excitation operators and rank spaces in Lean

The scalars form a commutative ring `R`, the operators an `R`-algebra `A`, and `n` is the set of orbital labels, not their number. It may be infinite.

```lean
import Mathlib

open Polynomial

namespace BodyRank

variable {R A n : Type*} [CommRing R] [Ring A] [Algebra R A]
```

Relation (1) is a hypothesis on the family `E`; the `if` expressions are the Kronecker deltas. Its derivation from fermionic anticommutators, given above, is the step that links the Lean model to electrons.

```lean
/-- The commutation relations of excitation operators:
`[E_pq, E_rs] = δ_qr E_ps - δ_ps E_rq`. -/
def IsExcitationFamily [DecidableEq n] (E : n → n → A) : Prop :=
  ∀ p q r s, E p q * E r s - E r s * E p q =
    (if q = r then E p s else 0) - (if p = s then E r q else 0)
```

A product is recorded as a list of orbital pairs, in order.

```lean
/-- The ordered product of the excitation operators listed in `w`; the empty product is `1`. -/
def stringProd (E : n → n → A) (w : List (n × n)) : A :=
  (w.map fun i => E i.1 i.2).prod
```

`rankSpace R E k` is $U_k$. A span contains finite linear combinations only, so a Hamiltonian with an infinite orbital sum needs a separate argument.

```lean
variable (R) in
/-- The space `U_k` of operators of body-rank at most `k`: the span of all products of at most
`k` excitation operators. -/
def rankSpace (E : n → n → A) (k : ℕ) : Submodule R A :=
  Submodule.span R {x | ∃ w : List (n × n), w.length ≤ k ∧ stringProd E w = x}
```

The next three results put products and single operators into their spaces and give the nesting.

```lean
/-- A product of at most `k` excitation operators has body-rank at most `k`. -/
theorem stringProd_mem (E : n → n → A) {w : List (n × n)} {k : ℕ} (h : w.length ≤ k) :
    stringProd E w ∈ rankSpace R E k :=
  Submodule.subset_span ⟨w, h, rfl⟩

/-- A single excitation operator has body-rank at most one. -/
theorem excitation_mem (E : n → n → A) (p q : n) : E p q ∈ rankSpace R E 1 :=
  Submodule.subset_span ⟨[(p, q)], by simp, by simp [stringProd]⟩

/-- The spaces of bounded body-rank are nested: `U_k ⊆ U_l` for `k ≤ l`. -/
theorem rankSpace_mono (E : n → n → A) {k l : ℕ} (h : k ≤ l) :
    rankSpace R E k ≤ rankSpace R E l :=
  Submodule.span_mono fun _ ⟨w, hw, hx⟩ => ⟨w, hw.trans h, hx⟩
```

For $U_kU_l\subseteq U_{k+l}$, `Submodule.span_induction` reduces each factor in turn to a single product, and the two lists are then concatenated as `v ++ w`.

```lean
/-- Body-ranks add under multiplication: `U_k U_l ⊆ U_(k+l)`. -/
theorem mul_mem_rankSpace {E : n → n → A} {k l : ℕ} {x y : A}
    (hx : x ∈ rankSpace R E k) (hy : y ∈ rankSpace R E l) :
    x * y ∈ rankSpace R E (k + l) := by
  unfold rankSpace at hx hy
  induction hx using Submodule.span_induction with
  | mem x hx =>
    obtain ⟨v, hv, rfl⟩ := hx
    induction hy using Submodule.span_induction with
    | mem y hy =>
      obtain ⟨w, hw, rfl⟩ := hy
      exact Submodule.subset_span
        ⟨v ++ w, by rw [List.length_append]; omega, by simp [stringProd]⟩
    | zero => rw [mul_zero]; exact zero_mem _
    | add a b _ _ ha hb => rw [mul_add]; exact add_mem ha hb
    | smul c a _ ha => rw [mul_smul_comm]; exact Submodule.smul_mem _ c ha
  | zero => rw [zero_mul]; exact zero_mem _
  | add a b _ _ ha hb => rw [add_mul]; exact add_mem ha hb
  | smul c a _ ha => rw [smul_mul_assoc]; exact Submodule.smul_mem _ c ha
```

## The two inductions

In the first induction, `key` treats a product and `h` is the Leibniz rule, checked by `noncomm_ring`. `h1` is the only place where relation (1) enters. The final span induction is the appeal to linearity.

```lean
/-- If `E` satisfies the commutation relations of excitation operators, the commutator of one `E_pq`
with an operator of body-rank at most `l` again has body-rank at most `l`. -/
theorem excitation_commutator_mem [DecidableEq n] {E : n → n → A} (hE : IsExcitationFamily E)
    (p q : n) {l : ℕ} {y : A} (hy : y ∈ rankSpace R E l) :
    E p q * y - y * E p q ∈ rankSpace R E l := by
  -- on products: the Leibniz rule replaces one factor at a time
  have key : ∀ w : List (n × n),
      E p q * stringProd E w - stringProd E w * E p q ∈ rankSpace R E w.length := by
    intro w
    induction w with
    | nil => simp [stringProd]
    | cons i w ih =>
      have hc : stringProd E (i :: w) = E i.1 i.2 * stringProd E w := by simp [stringProd]
      have h : E p q * stringProd E (i :: w) - stringProd E (i :: w) * E p q =
          (E p q * E i.1 i.2 - E i.1 i.2 * E p q) * stringProd E w +
          E i.1 i.2 * (E p q * stringProd E w - stringProd E w * E p q) := by
        rw [hc]; noncomm_ring
      have h1 : E p q * E i.1 i.2 - E i.1 i.2 * E p q ∈ rankSpace R E 1 := by
        rw [hE]
        apply sub_mem
        · split_ifs
          exacts [excitation_mem E _ _, zero_mem _]
        · split_ifs
          exacts [excitation_mem E _ _, zero_mem _]
      rw [h, List.length_cons, add_comm w.length 1]
      exact add_mem (mul_mem_rankSpace h1 (stringProd_mem E le_rfl))
        (mul_mem_rankSpace (excitation_mem E _ _) ih)
  unfold rankSpace at hy
  induction hy using Submodule.span_induction with
  | mem y hy =>
    obtain ⟨w, hw, rfl⟩ := hy
    exact rankSpace_mono E hw (key w)
  | zero => rw [mul_zero, zero_mul, sub_zero]; exact zero_mem _
  | add a b _ _ ha hb =>
    rw [mul_add, add_mul, add_sub_add_comm]; exact add_mem ha hb
  | smul c a _ ha =>
    rw [mul_smul_comm, smul_mul_assoc, ← smul_sub]; exact Submodule.smul_mem _ c ha
```

The main theorem writes the ranks as `k + 1` and `l + 1`, which avoids subtraction of natural numbers. Its `key` removes factors from the left operator while `y` stays general, and `omega` does the rank arithmetic.

```lean
/-- If `E` satisfies the commutation relations of excitation operators, the commutator of operators
of body-rank at most `k+1` and `l+1` has body-rank at most `k+l+1`. -/
theorem commutator_mem [DecidableEq n] {E : n → n → A} (hE : IsExcitationFamily E)
    {k l : ℕ} {x y : A} (hx : x ∈ rankSpace R E (k + 1)) (hy : y ∈ rankSpace R E (l + 1)) :
    x * y - y * x ∈ rankSpace R E (k + l + 1) := by
  -- peel the excitation operators off the left factor
  have key : ∀ v : List (n × n),
      stringProd E v * y - y * stringProd E v ∈ rankSpace R E (v.length + l) := by
    intro v
    induction v with
    | nil => simp [stringProd]
    | cons i v ih =>
      have hc : stringProd E (i :: v) = E i.1 i.2 * stringProd E v := by simp [stringProd]
      have h : stringProd E (i :: v) * y - y * stringProd E (i :: v) =
          E i.1 i.2 * (stringProd E v * y - y * stringProd E v) +
          (E i.1 i.2 * y - y * E i.1 i.2) * stringProd E v := by
        rw [hc]; noncomm_ring
      rw [h, List.length_cons]
      exact add_mem
        (rankSpace_mono E (by omega) (mul_mem_rankSpace (excitation_mem E _ _) ih))
        (rankSpace_mono E (by omega) (mul_mem_rankSpace
          (excitation_commutator_mem hE _ _ hy) (stringProd_mem E (le_refl v.length))))
  unfold rankSpace at hx
  induction hx using Submodule.span_induction with
  | mem x hx =>
    obtain ⟨v, hv, rfl⟩ := hx
    exact rankSpace_mono E (by omega) (key v)
  | zero => rw [mul_zero, zero_mul, sub_zero]; exact zero_mem _
  | add a b _ _ ha hb =>
    rw [mul_add, add_mul, add_sub_add_comm]; exact add_mem ha hb
  | smul c a _ ha =>
    rw [mul_smul_comm, smul_mul_assoc, ← smul_sub]; exact Submodule.smul_mem _ c ha
```

In the nested version, `^[m]` means that the map $x\mapsto[x,T]$ is applied $m$ times. The letters `h` and `t` are ranks less one, not integrals or amplitudes, and `H` and `T` may be any operators of the stated ranks.

```lean
/-- If `E` satisfies the commutation relations of excitation operators, the `m`-fold commutator
`[...[[H, T], T]..., T]` of `H` of body-rank at most `h+1` with `T` of body-rank at most `t+1` has
body-rank at most `h + m t + 1`. -/
theorem nested_commutator_mem [DecidableEq n] {E : n → n → A} (hE : IsExcitationFamily E)
    {h t : ℕ} {H T : A} (hH : H ∈ rankSpace R E (h + 1)) (hT : T ∈ rankSpace R E (t + 1))
    (m : ℕ) : (fun x => x * T - T * x)^[m] H ∈ rankSpace R E (h + m * t + 1) := by
  induction m with
  | zero => simpa using hH
  | succ m ih =>
    have e : h + (m + 1) * t + 1 = h + m * t + t + 1 := by ring
    rw [Function.iterate_succ_apply', e]
    exact commutator_mem hE ih hT
```

## Sharpness on polynomials

The operators of the example are linear maps on `ℚ[X]`, with multiplication meaning composition. `polyE` arranges them as a two-by-two table.

```lean
/-- Multiplication by `X` on rational polynomials. -/
noncomputable def mulX : Module.End ℚ ℚ[X] := LinearMap.mulLeft ℚ X

/-- Differentiation of rational polynomials. -/
noncomputable def der : Module.End ℚ ℚ[X] := derivative

/-- Four operators on polynomials, with `D = d/dX`: `E_00 = X D`, `E_01 = X`, `E_10 = -D X D`
and `E_11 = -1 - X D`. -/
noncomputable def polyE : Fin 2 → Fin 2 → Module.End ℚ ℚ[X] :=
  ![![mulX * der, mulX], ![-(der * mulX * der), -1 - mulX * der]]
```

All sixteen index combinations of (1) are checked by applying both sides to an arbitrary polynomial.

```lean
/-- The four polynomial operators `polyE` satisfy the commutation relations of excitation
operators. -/
theorem polyE_witness : IsExcitationFamily polyE := by
  intro p q r s
  apply LinearMap.ext
  intro f
  fin_cases p <;> fin_cases q <;> fin_cases r <;> fin_cases s <;>
    simp [polyE, mulX, der, Module.End.mul_apply, derivative_mul] <;> ring
```

The degree bound follows the hand argument: `step` handles one operator, `key` a product, and span induction a linear combination. Here `T` is any element of $U_m$, not a cluster operator.

```lean
/-- An operator of body-rank at most `m` built from `polyE` sends the constant polynomial `1` to
a polynomial of degree at most `m`. -/
theorem natDegree_apply_one_le {m : ℕ} {T : Module.End ℚ ℚ[X]}
    (hT : T ∈ rankSpace ℚ polyE m) : (T 1).natDegree ≤ m := by
  have hd : ∀ g : ℚ[X], (derivative g).natDegree ≤ g.natDegree - 1 := natDegree_derivative_le
  have hX : ∀ g : ℚ[X], (X * g).natDegree ≤ g.natDegree + 1 := by
    intro g
    have h := natDegree_mul_le (p := (X : ℚ[X])) (q := g)
    rw [natDegree_X] at h
    omega
  -- each operator raises the degree by at most one
  have step : ∀ p q f, (polyE p q f).natDegree ≤ f.natDegree + 1 := by
    have e00 : ∀ f, polyE 0 0 f = X * derivative f := by
      intro f; simp [polyE, mulX, der]
    have e01 : ∀ f, polyE 0 1 f = X * f := by
      intro f; simp [polyE, mulX]
    have e10 : ∀ f, polyE 1 0 f = -derivative (X * derivative f) := by
      intro f; simp [polyE, mulX, der]
    have e11 : ∀ f, polyE 1 1 f = -f - X * derivative f := by
      intro f; simp [polyE, mulX, der]
    refine Fin.forall_fin_two.mpr ⟨Fin.forall_fin_two.mpr ⟨fun f => ?_, fun f => ?_⟩,
      Fin.forall_fin_two.mpr ⟨fun f => ?_, fun f => ?_⟩⟩
    · have h1 := hd f
      have h2 := hX (derivative f)
      rw [e00]
      omega
    · rw [e01]
      exact hX f
    · have h1 := hd f
      have h2 := hX (derivative f)
      have h3 := hd (X * derivative f)
      rw [e10, natDegree_neg]
      omega
    · have h1 := hd f
      have h2 := hX (derivative f)
      rw [e11]
      refine (natDegree_sub_le _ _).trans (max_le ?_ ?_)
      · rw [natDegree_neg]; omega
      · omega
  have key : ∀ w, (stringProd polyE w 1).natDegree ≤ w.length := by
    intro w
    induction w with
    | nil => simp [stringProd]
    | cons i w ih =>
      have hc : stringProd polyE (i :: w) = polyE i.1 i.2 * stringProd polyE w := by
        simp [stringProd]
      rw [hc, Module.End.mul_apply, List.length_cons]
      exact (step _ _ _).trans (Nat.succ_le_succ ih)
  unfold rankSpace at hT
  induction hT using Submodule.span_induction with
  | mem x hx =>
    obtain ⟨w, hw, rfl⟩ := hx
    exact (key w).trans hw
  | zero => simp
  | add a b _ _ ha hb => exact (natDegree_add_le _ _).trans (max_le ha hb)
  | smul c a _ ha => exact (natDegree_smul_le c (a 1)).trans ha
```

The last theorem states three things: the two operators have ranks at most $k+1$ and $l+1$, and their commutator is not in $U_{k+l}$. In the proof, `hval` computes the action on $1$. The coefficient $-(k+1)$ is nonzero, so the degree is $k+l+1$, which contradicts the degree bound.

```lean
/-- The rank bound is sharp for all `k` and `l`: for the operators `polyE`, the commutator of
`E_01^(k+1)` with `E_01^l E_00` does not have body-rank at most `k+l`. -/
theorem commutator_rank_sharp (k l : ℕ) :
    polyE 0 1 ^ (k + 1) ∈ rankSpace ℚ polyE (k + 1) ∧
    polyE 0 1 ^ l * polyE 0 0 ∈ rankSpace ℚ polyE (l + 1) ∧
    polyE 0 1 ^ (k + 1) * (polyE 0 1 ^ l * polyE 0 0) -
      polyE 0 1 ^ l * polyE 0 0 * polyE 0 1 ^ (k + 1) ∉ rankSpace ℚ polyE (k + l) := by
  have hp : ∀ m, polyE 0 1 ^ m ∈ rankSpace ℚ polyE m := fun m =>
    Submodule.subset_span ⟨List.replicate m (0, 1), by simp, by simp [stringProd]⟩
  refine ⟨hp _, mul_mem_rankSpace (hp l) (excitation_mem _ _ _), fun h => ?_⟩
  have hdeg := natDegree_apply_one_le h
  have hpow : ∀ (m : ℕ) (f : ℚ[X]), (polyE 0 1 ^ m) f = X ^ m * f := by
    intro m f
    induction m with
    | zero => simp
    | succ m ih =>
      rw [pow_succ', Module.End.mul_apply, ih]
      change X * (X ^ m * f) = _
      ring
  have h0 : ∀ f, polyE 0 0 f = X * derivative f := fun _ => rfl
  -- the commutator sends 1 to a monomial of degree k + l + 1
  have hval : (polyE 0 1 ^ (k + 1) * (polyE 0 1 ^ l * polyE 0 0) -
      polyE 0 1 ^ l * polyE 0 0 * polyE 0 1 ^ (k + 1)) 1 =
      C (-((k : ℚ) + 1)) * X ^ (k + l + 1) := by
    simp only [LinearMap.sub_apply, Module.End.mul_apply, hpow, h0]
    rw [derivative_one, mul_one, derivative_X_pow, Nat.add_sub_cancel]
    simp only [Nat.cast_add, Nat.cast_one, map_neg, map_add, map_one]
    ring
  have hne : -((k : ℚ) + 1) ≠ 0 := neg_ne_zero.mpr (by positivity)
  rw [hval, natDegree_C_mul_X_pow _ _ hne] at hdeg
  omega

end BodyRank
```

```lean
#print axioms BodyRank.nested_commutator_mem
#print axioms BodyRank.commutator_rank_sharp
```

```
'BodyRank.nested_commutator_mem' depends on axioms: [propext, Quot.sound]
'BodyRank.commutator_rank_sharp' depends on axioms: [propext, Classical.choice, Quot.sound]
```
